# Newton cluster analysis of \(\exp(T)\) returns a nilpotent \(T\) after \(k\) steps exactly when \(T^{2^k}=0\)

Suppose that a wave operator \(W\) is known, for example from a configuration-interaction calculation, and that the cluster operator \(T\) in \(W=\exp(T)\) is wanted. An iterative analysis has to be stopped somewhere. A small high-rank amplitude in the output may then belong to \(T\) or to the unfinished iteration, and a formula for the error shows how many steps are enough to rule out the second case.

Newton's method for \(\exp(S)-W=0\), with \(\exp(S)\) as the derivative, gives the recursion

\[
S_0=0,\qquad S_{k+1}=S_k-\exp(-S_k)\bigl(\exp(S_k)-W\bigr)=S_k+\exp(-S_k)\,W-1 .
\]

If \(T\) is nilpotent, meaning that some power of it vanishes, then every \(S_k\) is nilpotent, and \(S_k=T\) holds if and only if \(T^{2^k}=0\). In coupled-cluster theory this bounds the number of steps needed to extract the cluster amplitudes of the given \(W\). If \(W\) comes from a truncated configuration-interaction expansion, they are the amplitudes of that truncated wave function.

The assumptions are taken up below in the order in which the derivation needs them. The examples of what fails without them are worked in the prose; only the ladder matrix at the end has a Lean proof.

## Rational coefficients

The operators live in a ring `A` that is an algebra over the rational numbers. It may be noncommutative and need not consist of matrices. Real and complex operator algebras qualify, since their scalars contain the rationals.

```lean
import Mathlib

open Finset

namespace NewtonClusterAnalysis

variable {A : Type*} [Ring A] [Algebra ℚ A]
```

The rationals supply the factors \(1/i!\) in the exponential. Over the integers the exponential can already fail to exist at second order: the ladder matrix below has integer entries, but its exponential contains the entry \(1/2\).

The recursion becomes a function of `W` and the step number. Its definition contains no \(T\), so the analysis uses only the wave operator, often written \(\Omega\) in textbooks.

```lean
/-- Newton cluster analysis of a wave operator `W`: start from `S₀ = 0` and update by
`S ↦ S + exp(-S) W - 1`. The exponential is the finite sum, meant for nilpotent `S`. -/
noncomputable def clusterIterate (W : A) : ℕ → A
  | 0 => 0
  | k + 1 => clusterIterate W k + IsNilpotent.exp (-(clusterIterate W k)) * W - 1
```

The first iterate is \(S_1=W-1\), the operator of linear configuration-interaction amplitudes in intermediate normalisation. Later steps remove the products of lower excitations from it.

## Nilpotency and the finite exponential

For \(N\) electrons and a single reference determinant, each term of \(T\) empties at least one of the \(N\) occupied spin orbitals. A product of \(N+1\) such terms therefore vanishes, and \(T^{N+1}=0\). This is the physics behind the hypothesis `IsNilpotent T`, which the theorems assume of an abstract \(T\). The step left to the user is the passage from a computed wave function to an operator \(W\) that is the exponential of such a \(T\).

Let \(E^m=0\). Then the exponential is a finite sum, and separating its three lowest terms gives

\[
\exp(E)=1+E+\tfrac12E^2+E^3Q,\qquad Q=\sum_{i=0}^{m-1}\frac{E^i}{(i+3)!}.
\]

With \(R=\tfrac12+EQ=\tfrac12(1+2EQ)\) this reads \(\exp(E)=1+E+E^2R\). Since \(E\) and \(Q\) commute, \((2EQ)^m=(2Q)^mE^m=0\). One plus a nilpotent element is invertible by a finite geometric series, so \(R\) is invertible. It also commutes with everything that commutes with \(E\), because it is a polynomial in \(E\).

```lean
/-- For nilpotent `E`, the exponential is `1 + E + E² R` with an invertible `R` that commutes
with everything that commutes with `E`. -/
theorem exp_second_order {E : A} (hE : IsNilpotent E) :
    ∃ R : A, IsUnit R ∧ (∀ x, Commute x E → Commute x R) ∧
      IsNilpotent.exp E = 1 + E + E ^ 2 * R := by
  obtain ⟨m, hm⟩ := hE
  -- `Q` collects the terms of third and higher order
  let Q : A := ∑ i ∈ range m, ((i + 1 + 1 + 1).factorial : ℚ)⁻¹ • E ^ i
  have hQ : ∀ x, Commute x E → Commute x Q := fun x hx =>
    Commute.sum_right _ _ _ (fun i _ => (hx.pow_right i).smul_right _)
  have hsum : ∑ i ∈ range m, ((i + 1 + 1 + 1).factorial : ℚ)⁻¹ • E ^ (i + 1 + 1 + 1)
      = E ^ 3 * Q := by
    rw [Finset.mul_sum]
    refine Finset.sum_congr rfl (fun i _ => ?_)
    rw [mul_smul_comm, ← pow_add, show 3 + i = i + 1 + 1 + 1 by omega]
  have hexp : IsNilpotent.exp E = E ^ 3 * Q + (1 / 2 : ℚ) • E ^ 2 + E + 1 := by
    rw [IsNilpotent.exp_eq_sum (k := m + 3) (by rw [pow_add, hm, zero_mul]),
      Finset.sum_range_succ', Finset.sum_range_succ', Finset.sum_range_succ', hsum]
    norm_num [Nat.factorial]
  have hc : Commute E ((2 : ℚ) • Q) := (hQ E (Commute.refl E)).smul_right _
  have hnil : IsNilpotent (E * ((2 : ℚ) • Q)) := ⟨m, by rw [hc.mul_pow, hm, zero_mul]⟩
  have hR : (1 / 2 : ℚ) • (1 + E * ((2 : ℚ) • Q)) = (1 / 2 : ℚ) • (1 : A) + E * Q := by
    rw [smul_add, mul_smul_comm, smul_smul]
    norm_num
  refine ⟨(1 / 2 : ℚ) • (1 + E * ((2 : ℚ) • Q)), ?_, fun x hx => ?_, ?_⟩
  · -- one half times (1 + nilpotent) is invertible
    rw [Algebra.smul_def]
    exact ((IsUnit.mk0 (1 / 2 : ℚ) (by norm_num)).map (algebraMap ℚ A)).mul
      hnil.isUnit_one_add
  · exact ((Commute.one_right x).add_right
      (hx.mul_right ((hQ x hx).smul_right _))).smul_right _
  · have h3 : E ^ 2 * (E * Q) = E ^ 3 * Q := by noncomm_ring
    rw [hexp, hR, mul_add, mul_smul_comm, mul_one, h3]
    module
```

`IsUnit R` says that \(R\) is invertible, and `Commute x E` says that \(xE=Ex\). In the proof, `exp_eq_sum` writes the exponential with \(m+3\) terms, and three uses of `Finset.sum_range_succ'` split off orders zero, one and two. `hnil` is the nilpotency of \(2EQ\), from which `isUnit_one_add` gives the inverse.

Without nilpotency, termination can be lost. Take \(T=t\), a nonzero real number, with the ordinary exponential. The new error has magnitude \(e^{t-s}-1-(t-s)\), where \(s\) is the current iterate, and this is positive unless \(s=t\). Starting from zero, the iteration never reaches \(t\).

## Commuting operators in one Newton step

Excitation operators built on one reference determinant commute with each other. The derivation needs less than that: the current iterate \(S\) must commute with \(T\). If both are also nilpotent, then \(E=T-S\) is nilpotent and \(\exp(-S)\exp(T)=\exp(T-S)\). The error after the step is

\[
T-\bigl(S+\exp(E)-1\bigr)=E-(E+E^2R)=-(T-S)^2R .
\]

The error has been squared, up to an invertible factor.

```lean
/-- One Newton step squares the error: for commuting nilpotent `T` and `S`, the new error is
`(T - S)²` times an invertible factor that commutes with everything commuting with `T - S`. -/
theorem newton_step_error {T S : A} (hT : IsNilpotent T) (hS : IsNilpotent S)
    (hc : Commute T S) :
    ∃ R : A, IsUnit R ∧ (∀ x, Commute x (T - S) → Commute x R) ∧
      T - (S + IsNilpotent.exp (-S) * IsNilpotent.exp T - 1) = (T - S) ^ 2 * R := by
  obtain ⟨R, hR, hRc, hexp⟩ := exp_second_order (hc.isNilpotent_sub hT hS)
  -- the partially removed wave operator is the exponential of the error
  have hW : IsNilpotent.exp (-S) * IsNilpotent.exp T = IsNilpotent.exp (T - S) := by
    rw [sub_eq_neg_add, IsNilpotent.exp_add_of_commute hc.symm.neg_left hS.neg hT]
  refine ⟨-R, hR.neg, fun x hx => (hRc x hx).neg_right, ?_⟩
  rw [hW, hexp, mul_neg]
  abel
```

The hypothesis `hc` is used twice, once for the nilpotency of \(T-S\) and once in `exp_add_of_commute`, which merges the two exponentials. The theorem's own factor `R` includes the minus sign, so it is \(-R\) in terms of the expansion above.

Nilpotency of \(S\) and \(T\) alone is not enough for this step. Let

\[
S=\begin{pmatrix}0&1\\0&0\end{pmatrix},\qquad T=\begin{pmatrix}0&0\\1&0\end{pmatrix}.
\]

Both square to zero, so \(\exp(-S)\exp(T)=(1-S)(1+T)\), and the new error is \(ST\), a singular matrix. But \((T-S)^2=-1\), so no invertible factor can connect the two. The next iterate, \(T-ST\), has the eigenvalue \(-1\) and is not even nilpotent.

## Starting from zero

The main theorem has no commutation hypothesis for the iterates, because the starting value \(S_0=0\) provides it. The claim carried through the induction is

\[
T-S_k=T^{2^k}u_k,
\]

with \(u_k\) invertible and commuting with \(T\), together with the statement that \(S_k\) is nilpotent and commutes with \(T\). At \(k=0\) one takes \(u_0=1\). Let \(R_k\) be the invertible factor \(R\) of the expansion for \(E=T-S_k\). The Newton step then gives

\[
T-S_{k+1}=-\bigl(T^{2^k}u_k\bigr)^2R_k=T^{2^{k+1}}u_{k+1},\qquad u_{k+1}=-u_k^2R_k .
\]

The factor \(R_k\) commutes with \(T\) because \(T\) commutes with \(T-S_k\). It remains to see that \(S_{k+1}=T-T^{2^{k+1}}u_{k+1}\) is a suitable input for the next step. It commutes with \(T\), and it is nilpotent as a difference of two commuting nilpotent elements.

```lean
omit [Algebra ℚ A] in
/-- If `S` differs from a nilpotent `T` by a positive power of `T` times a factor commuting
with `T`, then `S` is nilpotent and commutes with `T`. -/
theorem nilpotent_of_error {T S u : A} {n : ℕ} (hT : IsNilpotent T) (hn : n ≠ 0)
    (hu : Commute T u) (h : T - S = T ^ n * u) : IsNilpotent S ∧ Commute T S := by
  have hS : S = T - T ^ n * u := by rw [← h, sub_sub_cancel]
  have hc : Commute T (T ^ n * u) := ((Commute.refl T).pow_right n).mul_right hu
  have hnil : IsNilpotent (T ^ n * u) := by
    obtain ⟨m, hm⟩ := hT
    exact ⟨m, by rw [(hu.pow_left n).mul_pow, ← pow_mul, mul_comm n m, pow_mul, hm,
      zero_pow hn, zero_mul]⟩
  rw [hS]
  exact ⟨hc.isNilpotent_sub hT hnil, (Commute.refl T).sub_right hc⟩
```

This lemma is the last remark for a general exponent `n`. The condition `n ≠ 0` makes \(T^nu\) nilpotent. For \(n=0\) and \(u=1\) the same relation gives \(S=T-1\), which is not nilpotent in any nonzero ring. No rational scalars are needed here, hence the `omit` line.

```lean
/-- For nilpotent `T` and `W = exp(T)`, every iterate is nilpotent and commutes with `T`, and
the error after `k` steps is `T^(2^k)` times an invertible factor commuting with `T`. -/
theorem iterate_error {T : A} (hT : IsNilpotent T) (k : ℕ) :
    IsNilpotent (clusterIterate (IsNilpotent.exp T) k) ∧
      Commute T (clusterIterate (IsNilpotent.exp T) k) ∧
      ∃ u : A, IsUnit u ∧ Commute T u ∧
        T - clusterIterate (IsNilpotent.exp T) k = T ^ (2 ^ k) * u := by
  induction k with
  | zero =>
    simp only [clusterIterate]
    exact ⟨IsNilpotent.zero, Commute.zero_right T, 1, isUnit_one, Commute.one_right T,
      by simp⟩
  | succ k ih =>
    obtain ⟨hS, hc, u, hu, hTu, he⟩ := ih
    obtain ⟨R, hR, hRc, hstep⟩ := newton_step_error hT hS hc
    have hTR : Commute T (u ^ 2 * R) :=
      (hTu.pow_right 2).mul_right (hRc T ((Commute.refl T).sub_right hc))
    -- squaring the error doubles the power of `T`
    have herr : T - clusterIterate (IsNilpotent.exp T) (k + 1)
        = T ^ (2 ^ (k + 1)) * (u ^ 2 * R) := by
      rw [clusterIterate, hstep, he, (hTu.pow_left _).mul_pow, ← pow_mul, ← pow_succ,
        mul_assoc]
    obtain ⟨h1, h2⟩ := nilpotent_of_error hT (by positivity) hTR herr
    exact ⟨h1, h2, u ^ 2 * R, (hu.pow 2).mul hR, hTR, herr⟩
```

The `zero` case is the starting value. In the `succ` case, `herr` squares the error and doubles the exponent, and `nilpotent_of_error` restores the two properties of the iterate. Nilpotency matters at every step, since `IsNilpotent.exp` is the usual exponential only for a nilpotent argument and returns zero otherwise.

A different starting value can spoil the conclusion even if it is nilpotent. In the two-by-two example above, starting from that \(S\) leads to a non-nilpotent operator after one step.

## The vanishing power \(T^{2^k}=0\)

An invertible factor cannot hide an error. Multiplying \(T^{2^k}u_k=0\) by \(u_k^{-1}\) gives \(T^{2^k}=0\), and the converse is immediate. Hence \(S_k=T\) exactly when \(T^{2^k}=0\).

```lean
/-- Newton cluster analysis of `W = exp(T)` with nilpotent `T`: every iterate is nilpotent, and
the `k`-th iterate equals `T` exactly when `T^(2^k) = 0`. -/
theorem newton_cluster_analysis {T : A} (hT : IsNilpotent T) (k : ℕ) :
    IsNilpotent (clusterIterate (IsNilpotent.exp T) k) ∧
      (clusterIterate (IsNilpotent.exp T) k = T ↔ T ^ (2 ^ k) = 0) := by
  obtain ⟨hS, -, u, hu, -, he⟩ := iterate_error hT k
  -- the invertible factor cancels from the error
  have h0 := hu.mul_left_eq_zero (a := T ^ (2 ^ k))
  rw [← he, sub_eq_zero] at h0
  exact ⟨hS, eq_comm.trans h0⟩
```

In words: let `T` be a nilpotent element of a rational algebra and let `k` be any natural number, zero included. Then the `k`-th iterate computed from `IsNilpotent.exp T` is nilpotent, and it equals `T` if and only if the power \(2^k\) of `T` is zero. The proof takes the error formula from `iterate_error` and cancels the factor with `mul_left_eq_zero`.

If the vanishing power is not met, the iterate is wrong, however small the remaining amplitudes are. In practice one knows a bound \(T^n=0\), and any \(k\) with \(n\le 2^k\) is then enough.

```lean
/-- If `T^n = 0`, then any number `k` of Newton steps with `n ≤ 2^k` recovers `T` from
`exp(T)` exactly. -/
theorem terminates_of_le {T : A} {n k : ℕ} (hT : T ^ n = 0) (hk : n ≤ 2 ^ k) :
    clusterIterate (IsNilpotent.exp T) k = T :=
  (newton_cluster_analysis ⟨n, hT⟩ k).2.2 (pow_eq_zero_of_le hk hT)
```

With \(n=N+1\), one electron needs at most one step and ten electrons at most four, because \(11\le 2^4\). These counts refer to the algebraic recursion; a floating-point implementation still has rounding errors.

## Two nilpotent operators with one exponential

Could two different cluster operators give the same wave operator? Let \(T\) and \(T'\) be nilpotent with \(\exp(T)=\exp(T')=W\). The iteration sees only \(W\), so it produces one sequence for both. After enough steps that sequence equals \(T\), and it also equals \(T'\). Therefore \(T=T'\), and \(T\) and \(T'\) were never assumed to commute.

```lean
/-- The wave operator determines its cluster operator: two nilpotent operators with the same
exponential are equal, whether or not they commute. -/
theorem cluster_operator_unique {T T' : A} (hT : IsNilpotent T) (hT' : IsNilpotent T')
    (h : IsNilpotent.exp T = IsNilpotent.exp T') : T = T' := by
  obtain ⟨n, hn⟩ := hT
  obtain ⟨m, hm⟩ := hT'
  have hk : n + m < 2 ^ (n + m) := Nat.lt_two_pow_self
  -- the iteration sees only the common wave operator
  rw [← terminates_of_le (k := n + m) hn (by omega), h]
  exact terminates_of_le hm (by omega)
```

If \(T^n=0\) and \(T'^m=0\), the proof runs \(n+m\) steps, which suffice for both operators because \(n+m<2^{n+m}\).

Nilpotency of only one of the two would not do. With the ordinary exponential on the complex numbers, \(0\) and \(2\pi i\) have the same exponential, and \(0\) is nilpotent.

## A three-level ladder that needs two steps

The matrix `ladder` sends level 2 to level 1, level 1 to level 0, and level 0 to zero, in Lean's numbering from zero. With level 2 as the reference, it acts like an excitation operator. Its nonzero entries are all one, unlike those of the ladder operators of an oscillator or of a spin 1.

```lean
/-- The ladder matrix on three levels, which sends level 2 to level 1, level 1 to level 0, and level
0 to zero. -/
def ladder : Matrix (Fin 3) (Fin 3) ℚ := !![0, 1, 0; 0, 0, 1; 0, 0, 0]
```

Here \(T^2\neq0\) and \(T^3=0\). The first iterate is \(S_1=W-1=T+\tfrac12T^2\), which has a spurious entry \(1/2\) connecting level 2 directly to level 0. The second iterate is exact, since \(3\le2^2\).

```lean
/-- For the three-level ladder matrix the first Newton iterate is not yet the cluster
operator, and the second one is. -/
theorem ladder_witness :
    clusterIterate (IsNilpotent.exp ladder) 1 ≠ ladder ∧
      clusterIterate (IsNilpotent.exp ladder) 2 = ladder := by
  have h3 : ladder ^ 3 = 0 := by
    ext i j
    fin_cases i <;> fin_cases j <;>
      simp [ladder, pow_succ, Matrix.mul_apply, Fin.sum_univ_succ]
  refine ⟨fun h => ?_, terminates_of_le h3 (by norm_num)⟩
  have h2 : ladder ^ (2 ^ 1) = 0 := (newton_cluster_analysis ⟨3, h3⟩ 1).2.1 h
  have h02 := congrFun (congrFun h2 0) 2
  simp [ladder, pow_succ, Matrix.mul_apply, Fin.sum_univ_succ] at h02

end NewtonClusterAnalysis
```

The proof checks \(T^3=0\) entry by entry and obtains the second claim from `terminates_of_le`. For the first claim it assumes \(S_1=T\), deduces \(T^2=0\) from the main theorem, and finds a contradiction in the entry of \(T^2\) in row 0 and column 2, which is one.

```lean
#print axioms NewtonClusterAnalysis.newton_cluster_analysis
#print axioms NewtonClusterAnalysis.cluster_operator_unique
```

```
'NewtonClusterAnalysis.newton_cluster_analysis' depends on axioms: [propext, Classical.choice, Quot.sound]
'NewtonClusterAnalysis.cluster_operator_unique' depends on axioms: [propext, Classical.choice, Quot.sound]
```
